# Spin-one component squares commute and give rotor levels B+C, A+C, A+B, while Jx² and Jz² do not commute for spin 3/2

## The Cartesian spin-one matrices

Q: Take the smallest example I know. With $\hbar = 1$, and rows and columns labelled by the axes $x, y, z$, the $z$ component of spin one and its square are

$$J_z = \begin{pmatrix} 0 & -i & 0 \\ i & 0 & 0 \\ 0 & 0 & 0 \end{pmatrix}, \qquad J_z^2 = \begin{pmatrix} 1 & 0 & 0 \\ 0 & 1 & 0 \\ 0 & 0 & 0 \end{pmatrix}.$$

Permuting the axes cyclically gives $J_x^2 = \mathrm{diag}(0,1,1)$ and $J_y^2 = \mathrm{diag}(1,0,1)$. For real numbers $A, B, C$ the operator $H = A J_x^2 + B J_y^2 + C J_z^2$ is then $\mathrm{diag}(B+C,\, A+C,\, A+B)$. It is so short that I suspect the definitions were chosen to make it come out. How do I know that the Lean objects are angular momenta?

A: Look at the definitions first. The axes $x, y, z$ are the elements $0, 1, 2$ of `Fin 3`, and from here on I use those indices. Addition in `Fin 3` is modulo 3, so `eps i j k` is $1$ when $(j,k) = (i+1, i+2)$, which is a cyclic ordering, $-1$ when $(j,k) = (i+2, i+1)$, and $0$ otherwise. That is the Levi-Civita symbol $\epsilon_{ijk}$ with $\epsilon_{012} = 1$. The matrix `J k` has the entries $(J_k)_{ab} = -i\,\epsilon_{kab}$, and `J 2` is the matrix that you wrote down.

```lean
import Mathlib

open Matrix
open Complex (I)

namespace RigidRotorSquares

noncomputable section

/-- The Levi-Civita symbol: `1` on cyclic, `-1` on anticyclic orderings of the three axes,
`0` otherwise. -/
def eps (i j k : Fin 3) : ℤ :=
  if j = i + 1 ∧ k = i + 2 then 1 else if j = i + 2 ∧ k = i + 1 then -1 else 0

/-- The spin-one matrices in the Cartesian basis, `(J k) a b = -i ε(k,a,b)`. -/
def J (k : Fin 3) : Matrix (Fin 3) (Fin 3) ℂ :=
  Matrix.of fun a b => -I * (eps k a b : ℂ)
```

Q: And the Hamiltonian? I expect moments of inertia.

A: They are hidden in the constants. A rigid body with principal moments $I_0, I_1, I_2$ has the kinetic energy $\sum_k J_k^2 / (2 I_k)$, so $A$, $B$, $C$ stand for $1/(2I_0)$, $1/(2I_1)$, $1/(2I_2)$. The definition `rotor` takes them as given real numbers with no sign and no ordering, so the spectroscopic habit $A \ge B \ge C$ is allowed and not required. It accepts any three complex $n \times n$ matrices, and the theorems use it with $n = 3$ and $n = 4$.

```lean
/-- The rigid-rotor Hamiltonian `A Jx² + B Jy² + C Jz²` with real rotational constants. -/
def rotor {n : ℕ} (Jx Jy Jz : Matrix (Fin n) (Fin n) ℂ) (A B C : ℝ) :
    Matrix (Fin n) (Fin n) ℂ :=
  (A : ℂ) • Jx ^ 2 + (B : ℂ) • Jy ^ 2 + (C : ℂ) • Jz ^ 2
```

## Products and commutators from one contraction

Q: That is still only a list of entries. Show me the algebra.

A: Multiply two components. With $\delta$ the Kronecker symbol,

$$(J_k J_l)_{ab} = \sum_c (-i)^2\, \epsilon_{kac}\, \epsilon_{lcb} = -\sum_c \epsilon_{cka}\, \epsilon_{cbl} = -(\delta_{kb}\delta_{la} - \delta_{kl}\delta_{ab}) = \delta_{kl}\delta_{ab} - \delta_{kb}\delta_{la}.$$

The second step moves $c$ to the front by cyclic permutations, and the third is the contraction of two Levi-Civita symbols. In `J_mul_apply` a product of two deltas is an `if` on a conjunction. The contraction `h` is an identity between integers, and `decide` checks it for all $3^4 = 81$ index choices. It is then cast to $\mathbb{C}$, and `linear_combination` supplies $i^2 = -1$ as `Complex.I_sq`, which is the overall minus sign above.

```lean
/-- Matrix elements of a product of two spin-one components:
`(J k J l) a b = δ_kl δ_ab - δ_kb δ_la`. -/
theorem J_mul_apply (k l a b : Fin 3) :
    (J k * J l) a b = (if k = l ∧ a = b then 1 else 0) - (if k = b ∧ l = a then 1 else 0) := by
  -- contraction of two Levi-Civita symbols
  have h : ∀ k l a b : Fin 3,
      eps k a 0 * eps l 0 b + eps k a 1 * eps l 1 b + eps k a 2 * eps l 2 b
        = (if k = b ∧ l = a then 1 else 0) - (if k = l ∧ a = b then 1 else 0) := by decide
  have h' := congrArg (Int.cast : ℤ → ℂ) (h k l a b)
  push_cast at h'
  simp only [J, Matrix.mul_apply, Matrix.of_apply, Fin.sum_univ_three]
  linear_combination ((eps k a 0 : ℂ) * (eps l 0 b : ℂ) + (eps k a 1 : ℂ) * (eps l 1 b : ℂ)
    + (eps k a 2 : ℂ) * (eps l 2 b : ℂ)) * Complex.I_sq - h'
```

Subtract the product in the other order. The terms $\delta_{kl}\delta_{ab}$ cancel, and

$$[J_k, J_l]_{ab} = \delta_{ka}\delta_{lb} - \delta_{kb}\delta_{la} = \sum_m \epsilon_{klm}\,\epsilon_{mab} = i \sum_m \epsilon_{klm}\, (J_m)_{ab},$$

because $i \cdot (-i) = 1$. The theorem `J_comm` states $[J_k, J_l] = i\sum_m \epsilon_{klm} J_m$ for all $k$ and $l$. Its proof again decides the integer identity and inserts $i^2 = -1$. This answers your first doubt, since the matrices obey the angular-momentum algebra.

```lean
/-- The spin-one matrices obey `[J k, J l] = i ∑ₘ ε(k,l,m) J m`. -/
theorem J_comm (k l : Fin 3) :
    J k * J l - J l * J k = I • ∑ m, (eps k l m : ℂ) • J m := by
  have h : ∀ k l a b : Fin 3,
      eps k l 0 * eps 0 a b + eps k l 1 * eps 1 a b + eps k l 2 * eps 2 a b
        = ((if k = l ∧ a = b then 1 else 0) - (if k = b ∧ l = a then 1 else 0))
          - ((if l = k ∧ a = b then 1 else 0) - (if l = b ∧ k = a then 1 else 0)) := by decide
  ext a b
  have h' := congrArg (Int.cast : ℤ → ℂ) (h k l a b)
  push_cast at h'
  simp only [Fin.sum_univ_three, Matrix.sub_apply, Matrix.smul_apply, Matrix.add_apply,
    J_mul_apply]
  simp only [J, Matrix.of_apply, smul_eq_mul]
  linear_combination ((eps k l 0 : ℂ) * (eps 0 a b : ℂ) + (eps k l 1 : ℂ) * (eps 1 a b : ℂ)
    + (eps k l 2 : ℂ) * (eps 2 a b : ℂ)) * Complex.I_sq - h'
```

Q: So the components do not commute, and yet their squares do.

A: Put $l = k$ in the product formula. It gives $(J_k^2)_{ab} = \delta_{ab} - \delta_{ka}\delta_{kb}$, so $J_k^2 = 1 - |e_k\rangle\langle e_k|$, where $e_k$ is the unit vector along axis $k$. The three projectors are diagonal in one common basis. `J_sq` states this as a diagonal matrix with $0$ in place $k$ and $1$ elsewhere, and its proof rewrites with `J_mul_apply` and runs through the 27 cases.

```lean
/-- The square of the spin-one component `J k` is diagonal in the Cartesian basis, with `0`
in place `k` and `1` in the other two places. -/
theorem J_sq (k : Fin 3) : J k ^ 2 = diagonal fun a => if a = k then 0 else 1 := by
  ext a b
  rw [sq, J_mul_apply, Matrix.diagonal_apply]
  fin_cases k <;> fin_cases a <;> fin_cases b <;> simp
```

Q: You assumed principal axes. An inertia tensor in a general frame has off-diagonal elements.

A: The product formula handles that as well. In a general body-fixed frame the kinetic energy is $\sum_{k,l} M_{kl} J_k J_l$, where $M$ is one half of the inverse of the inertia tensor. For any complex $3 \times 3$ matrix $M$,

$$\sum_{k,l} M_{kl}\,(J_k J_l)_{ab} = \delta_{ab} \sum_k M_{kk} - M_{ba},$$

since $\delta_{kb}\delta_{la}$ picks out $k = b$, $l = a$. Hence $\sum_{kl} M_{kl} J_k J_l = (\operatorname{tr} M)\,1 - M^{T}$, which is `quadratic_form`, proved entry by entry. No symmetry of $M$ is assumed, and this is the reason that the transpose appears. Inserting $M = 1$ gives $\sum_k J_k^2 = 3 - 1 = 2 = j(j+1)$ with spin quantum number $j = 1$. Inserting $M = \mathrm{diag}(A,B,C)$ gives your diagonal matrix back.

```lean
/-- For any 3x3 tensor `M`, the quadratic operator `∑ M k l J k J l` of spin one equals
`tr M · 1 - Mᵀ`. -/
theorem quadratic_form (M : Matrix (Fin 3) (Fin 3) ℂ) :
    ∑ k, ∑ l, M k l • (J k * J l) = M.trace • (1 : Matrix (Fin 3) (Fin 3) ℂ) - Mᵀ := by
  ext a b
  simp only [Fin.sum_univ_three, Matrix.add_apply, Matrix.smul_apply, J_mul_apply]
  fin_cases a <;> fin_cases b <;> simp [Matrix.trace, Fin.sum_univ_three] <;> ring
```

## The three levels

Q: Read me the main statement. What does `spectrum` mean there?

A: For all real $A, B, C$, `spin_one_rotor` makes three claims about $H$, which is `rotor (J 0) (J 1) (J 2) A B C`. First, $J_k^2 J_l^2 = J_l^2 J_k^2$ for every pair $k, l$, which is what `Commute` says. Second, $H e_k = E_k e_k$ with $(E_0, E_1, E_2) = (B+C,\, A+C,\, A+B)$, where `Pi.single k 1` is the normalised vector $e_k$ and `*ᵥ` is the action of a matrix on a column. Third, `spectrum ℂ` of $H$, the set of complex $\lambda$ for which $\lambda\,1 - H$ has no inverse, equals $\{B+C,\, A+C,\, A+B\}$. For a finite matrix these $\lambda$ are the eigenvalues.

The proof is your own calculation. The step `hH` adds the three diagonal matrices from `J_sq`. Diagonal matrices commute because their entries do, which is `mul_comm` in each place. `Matrix.mulVec_diagonal` gives the action on $e_k$, and `spectrum_diagonal` identifies the spectrum with the set of diagonal entries. No characteristic polynomial is needed.

```lean
/-- Spin one: the squares of the components commute, the Cartesian unit vectors are
eigenvectors of `A Jx² + B Jy² + C Jz²` with eigenvalues `B + C`, `A + C`, `A + B`, and these
three numbers are the whole spectrum. -/
theorem spin_one_rotor (A B C : ℝ) :
    (∀ k l, Commute (J k ^ 2) (J l ^ 2)) ∧
    (∀ k : Fin 3, rotor (J 0) (J 1) (J 2) A B C *ᵥ (Pi.single k 1 : Fin 3 → ℂ)
      = (![(B : ℂ) + C, (A : ℂ) + C, (A : ℂ) + B] k) • (Pi.single k 1 : Fin 3 → ℂ)) ∧
    spectrum ℂ (rotor (J 0) (J 1) (J 2) A B C) = {(B : ℂ) + C, (A : ℂ) + C, (A : ℂ) + B} := by
  -- the Hamiltonian is diagonal in the Cartesian basis
  have hH : rotor (J 0) (J 1) (J 2) A B C
      = diagonal ![(B : ℂ) + C, (A : ℂ) + C, (A : ℂ) + B] := by
    unfold rotor
    rw [J_sq 0, J_sq 1, J_sq 2]
    ext a b
    simp only [Matrix.add_apply, Matrix.smul_apply, Matrix.diagonal_apply, smul_eq_mul]
    fin_cases a <;> fin_cases b <;> simp
  refine ⟨fun k l => ?_, fun k => ?_, ?_⟩
  · -- diagonal matrices commute
    show J k ^ 2 * J l ^ 2 = J l ^ 2 * J k ^ 2
    simp only [J_sq, Matrix.diagonal_mul_diagonal]
    exact congrArg diagonal (funext fun a => mul_comm _ _)
  · rw [hH]
    ext a
    rw [Matrix.mulVec_diagonal]
    by_cases h : a = k
    · subst h
      simp
    · simp [h]
  · rw [hH, spectrum_diagonal]
    ext x
    simp only [Set.mem_range, Set.mem_insert_iff, Set.mem_singleton_iff]
    constructor
    · rintro ⟨i, rfl⟩
      fin_cases i <;> simp
    · rintro (rfl | rfl | rfl)
      exacts [⟨0, rfl⟩, ⟨1, rfl⟩, ⟨2, rfl⟩]
```

Q: A set forgets degeneracy. What happens for a symmetric top?

A: The set shrinks, and the second claim keeps the count, because $e_0, e_1, e_2$ form a basis. For $A = B$ the vectors $e_0$ and $e_1$ share the energy $A + C$ and $e_2$ has $2A$. This agrees with $A\,j(j+1) + (C - A)K^2$ at $j = 1$, where $K$ is the eigenvalue of $J_2$, equal to $\pm 1$ on the vectors $(e_0 \pm i e_1)/\sqrt 2$, which span the same plane as $e_0, e_1$, and $0$ on $e_2$. For $A = B = C$ the set has the single element $2A$.

Q: A molecule has infinitely many rotational states. What is this three-dimensional space?

A: It is the block of total angular momentum $j = 1$ at one fixed value of the space-fixed projection. The threefold degeneracy in that projection is absent, and so are all other $j$, centrifugal distortion and external fields. The reduction from wave functions of the Euler angles to this block is assumed and not derived. Under these restrictions the three numbers are the $j = 1$ levels of a rigid asymmetric top, and the same matrix describes the zero-field splitting of an isolated triplet spin with a purely quadratic spin Hamiltonian.

Q: I would have used the eigenbasis of $J_z$. And body-fixed components obey the commutation rule with $-i$.

A: With states labelled by the $J_z$ eigenvalue $m = 1, 0, -1$, the matrix $J_x^2$ has the element $1/2$ between $m = 1$ and $m = -1$ and is not diagonal. That basis is related to the Cartesian one by a unitary matrix, so commutators that vanish still vanish and the spectrum is the same. The eigenvectors would become $|0\rangle$ and $(|1\rangle \pm |{-1}\rangle)/\sqrt 2$, and the proof would have to diagonalise a $2 \times 2$ block. As for the sign, the matrices $-J_k$ obey the rule with $-i$ and have the same squares, so $H$ does not change. Both arguments are mine and appear in none of the theorems.

## Spin 3/2

Q: Then I expect the squares to commute for every spin.

A: They do not for spin 3/2. Use the basis $m = 3/2, 1/2, -1/2, -3/2$ of eigenstates of the $z$ component, with Lean indices $0, 1, 2, 3$ in that order. The ladder operators act as $S_\pm |m\rangle = \sqrt{15/4 - m(m \pm 1)}\,|m \pm 1\rangle$, so the three steps of the ladder carry the factors $\sqrt3, 2, \sqrt3$. With $S_x = (S_+ + S_-)/2$ and $S_y = (S_+ - S_-)/(2i)$ the elements of $S_x$ next to the diagonal are $\sqrt3/2, 1, \sqrt3/2$. Those of $S_y$ carry an extra $-i$ above the diagonal and $+i$ below. Lean takes the resulting matrices as definitions, with `rt3` the real $\sqrt3$ viewed as a complex number.

```lean
/-- The square root of three as a complex number. -/
def rt3 : ℂ := (Real.sqrt 3 : ℝ)

/-- The spin-3/2 matrix `Jx` in the basis `m = 3/2, 1/2, -1/2, -3/2`. -/
def Sx : Matrix (Fin 4) (Fin 4) ℂ :=
  !![0, rt3 / 2, 0, 0; rt3 / 2, 0, 1, 0; 0, 1, 0, rt3 / 2; 0, 0, rt3 / 2, 0]

/-- The spin-3/2 matrix `Jy` in the basis `m = 3/2, 1/2, -1/2, -3/2`. -/
def Sy : Matrix (Fin 4) (Fin 4) ℂ :=
  !![0, -(I * rt3 / 2), 0, 0; I * rt3 / 2, 0, -I, 0;
     0, I, 0, -(I * rt3 / 2); 0, 0, I * rt3 / 2, 0]

/-- The spin-3/2 matrix `Jz` in the basis `m = 3/2, 1/2, -1/2, -3/2`. -/
def Sz : Matrix (Fin 4) (Fin 4) ℂ :=
  !![3 / 2, 0, 0, 0; 0, 1 / 2, 0, 0; 0, 0, -(1 / 2), 0; 0, 0, 0, -(3 / 2)]
```

The only properties of $\sqrt3$ that are used later are that it squares to $3$ and is not zero.

```lean
/-- The number `√3` squares to three and is not zero. -/
theorem rt3_facts : rt3 ^ 2 = 3 ∧ rt3 ≠ 0 := by
  have hs : rt3 ^ 2 = 3 := by
    unfold rt3
    rw [← Complex.ofReal_pow, Real.sq_sqrt (by norm_num)]
    norm_num
  refine ⟨hs, fun h => ?_⟩
  rw [h] at hs
  norm_num at hs
```

Q: Typed-in matrices can contain typing errors.

A: `S_comm` catches an error confined to one of the three matrices, because each of them is fixed by the commutator of the other two. It does not fix the spin by itself, since three zero matrices or two copies of spin 1/2 obey the same relations; the value $15/4$ of the sum of squares, found below, does that. It states $[S_x, S_y] = iS_z$, $[S_y, S_z] = iS_x$ and $[S_z, S_x] = iS_y$. The proof expands all sixteen entries of each relation. An entry closes by ring arithmetic, by $(\sqrt3)^2 = 3$ or by $i^2 = -1$. For example, the $(0,0)$ entry of $[S_x, S_y]$ is $i(\sqrt3)^2/4 + i(\sqrt3)^2/4 = 3i/2$, which is the case with the coefficient `I / 2`. That the matrices are Hermitian can be seen from the entries and is not stated as a theorem.

```lean
/-- The spin-3/2 matrices obey `[Jx, Jy] = i Jz`, `[Jy, Jz] = i Jx` and `[Jz, Jx] = i Jy`. -/
theorem S_comm : Sx * Sy - Sy * Sx = I • Sz ∧ Sy * Sz - Sz * Sy = I • Sx ∧
    Sz * Sx - Sx * Sz = I • Sy := by
  have hs := rt3_facts.1
  have hI := Complex.I_sq
  refine ⟨?_, ?_, ?_⟩ <;> ext a b <;>
    simp only [Matrix.sub_apply, Matrix.smul_apply, Matrix.mul_apply, Fin.sum_univ_four,
      smul_eq_mul] <;>
    fin_cases a <;> fin_cases b <;> simp [Sx, Sy, Sz] <;>
    first
      | ring1
      | linear_combination (I / 2) * hs
      | linear_combination (-(I / 2)) * hs
      | linear_combination (rt3 / 2) * hI
      | linear_combination (-(rt3 / 2)) * hI
```

`S_sq` computes the squares in the same way. The diagonal of $S_x^2$ is $3/4$ at the ends and $3/4 + 1 = 7/4$ in the middle. The element that changes $m$ by two is $(S_x^2)_{02} = (\sqrt3/2)\cdot 1$, and $(S_y^2)_{02} = (-i\sqrt3/2)(-i) = -\sqrt3/2$. Adding the three squares cancels these elements and leaves $15/4 = j(j+1)$ on the diagonal, with $j = 3/2$.

```lean
/-- Explicit form of the squares of the three spin-3/2 matrices. -/
theorem S_sq :
    Sx ^ 2 = !![3 / 4, 0, rt3 / 2, 0; 0, 7 / 4, 0, rt3 / 2;
                rt3 / 2, 0, 7 / 4, 0; 0, rt3 / 2, 0, 3 / 4] ∧
    Sy ^ 2 = !![3 / 4, 0, -(rt3 / 2), 0; 0, 7 / 4, 0, -(rt3 / 2);
                -(rt3 / 2), 0, 7 / 4, 0; 0, -(rt3 / 2), 0, 3 / 4] ∧
    Sz ^ 2 = !![9 / 4, 0, 0, 0; 0, 1 / 4, 0, 0; 0, 0, 1 / 4, 0; 0, 0, 0, 9 / 4] := by
  have hs := rt3_facts.1
  have hI := Complex.I_sq
  refine ⟨?_, ?_, ?_⟩ <;> rw [sq] <;> ext a b <;>
    simp only [Matrix.mul_apply, Fin.sum_univ_four] <;>
    fin_cases a <;> fin_cases b <;> simp [Sx, Sy, Sz] <;>
    first
      | ring1
      | linear_combination (1 / 4) * hs
      | linear_combination (1 / 4) * hs - (rt3 ^ 2 / 4) * hI
      | linear_combination (1 / 4) * hs - (rt3 ^ 2 / 4 + 1) * hI
      | linear_combination (rt3 / 2) * hI
```

Q: Where does the commutation break?

A: For any matrix $X$ and a diagonal matrix $D$ with entries $d_a$, one has $[X, D]_{ab} = X_{ab}(d_b - d_a)$. Take $X = S_x^2$ and $D = S_z^2$, whose entries are $m^2$. Then

$$[S_x^2, S_z^2]_{02} = \frac{\sqrt3}{2}\left(\frac14 - \frac94\right) = -\sqrt3.$$

The square $S_x^2$ couples $m = 3/2$ to $m = -1/2$, and these have different $m^2$. For spin one the only pair two steps apart is $m = \pm 1$, which has equal $m^2$. The theorem `spin_three_halves_not_commute` states the value of this element and the negation of `Commute (Sx ^ 2) (Sz ^ 2)`. The step `e` inserts the explicit squares and evaluates the entry. If the matrices commuted, the entry would be zero, against `rt3_facts.2`.

```lean
/-- Spin 3/2: the element of `[Jx², Jz²]` between `m = 3/2` and `m = -1/2` is `-√3`, and
`Jx²` and `Jz²` do not commute. -/
theorem spin_three_halves_not_commute :
    (Sx ^ 2 * Sz ^ 2 - Sz ^ 2 * Sx ^ 2) 0 2 = -rt3 ∧ ¬ Commute (Sx ^ 2) (Sz ^ 2) := by
  have e : (Sx ^ 2 * Sz ^ 2 - Sz ^ 2 * Sx ^ 2) 0 2 = -rt3 := by
    rw [S_sq.1, S_sq.2.2]
    simp only [Matrix.sub_apply, Matrix.mul_apply, Fin.sum_univ_four]
    simp
    ring
  refine ⟨e, fun h => ?_⟩
  rw [h.eq, sub_self, Matrix.zero_apply] at e
  exact rt3_facts.2 (neg_eq_zero.mp e.symm)
```

Q: That concerns one pair of operators. What does it mean for the Hamiltonian?

A: Let $H$ now be `rotor Sx Sy Sz A B C`. The rotation of a rigid molecule has only integer $j$, so for spin 3/2 the name `rotor` refers only to the form of the operator, which models, for example, the zero-field splitting of an ion with electron spin 3/2. Its $(0,2)$ element is $(A - B)\sqrt3/2$, so $[H, S_z^2]_{02} = (A - B)(\sqrt3/2)(-2) = (B - A)\sqrt3$. If $H$ commutes with $S_z^2$ this vanishes, and $\sqrt3 \neq 0$ forces $A = B$. Conversely, for $A = B$ the off-diagonal elements of $S_x^2$ and $S_y^2$ cancel, $S_x^2 + S_y^2 = \mathrm{diag}(3/2, 7/2, 7/2, 3/2)$, and $H$ is diagonal and commutes with $S_z^2$. `spin_three_halves_commute_iff` states the equivalence for all real $A, B, C$. The forward direction computes the entry as `e` and splits the vanishing product with `mul_eq_zero`. The backward direction substitutes $B = A$ and compares sixteen entries. For a single spin 3/2 with this quadratic Hamiltonian and no field, $|m|$ is thus conserved exactly when the $x$ and $y$ constants agree, whereas for spin one $J_2^2$ commutes with each term of $H$ for any constants.

```lean
/-- Spin 3/2: `A Jx² + B Jy² + C Jz²` commutes with `Jz²` if and only if `A = B`. -/
theorem spin_three_halves_commute_iff (A B C : ℝ) :
    Commute (rotor Sx Sy Sz A B C) (Sz ^ 2) ↔ A = B := by
  constructor
  · intro h
    -- the element between m = 3/2 and m = -1/2 measures the asymmetry A - B
    have e : (rotor Sx Sy Sz A B C * Sz ^ 2 - Sz ^ 2 * rotor Sx Sy Sz A B C) 0 2
        = ((B : ℂ) - A) * rt3 := by
      unfold rotor
      rw [S_sq.1, S_sq.2.1, S_sq.2.2]
      simp only [Matrix.sub_apply, Matrix.mul_apply, Fin.sum_univ_four, Matrix.add_apply,
        Matrix.smul_apply, smul_eq_mul]
      simp
      ring
    rw [h.eq, sub_self, Matrix.zero_apply] at e
    have h0 : (B : ℂ) - A = 0 := (mul_eq_zero.mp e.symm).resolve_right rt3_facts.2
    have h1 : (A : ℂ) = B := (sub_eq_zero.mp h0).symm
    exact_mod_cast h1
  · rintro rfl
    show rotor Sx Sy Sz A A C * Sz ^ 2 = Sz ^ 2 * rotor Sx Sy Sz A A C
    unfold rotor
    rw [S_sq.1, S_sq.2.1, S_sq.2.2]
    ext a b
    simp only [Matrix.mul_apply, Fin.sum_univ_four, Matrix.add_apply, Matrix.smul_apply,
      smul_eq_mul]
    fin_cases a <;> fin_cases b <;> simp <;> ring

end

end RigidRotorSquares
```

```lean
#print axioms RigidRotorSquares.spin_one_rotor
#print axioms RigidRotorSquares.S_comm
#print axioms RigidRotorSquares.spin_three_halves_not_commute
#print axioms RigidRotorSquares.spin_three_halves_commute_iff
```

```
'RigidRotorSquares.spin_one_rotor' depends on axioms: [propext, Classical.choice, Quot.sound]
'RigidRotorSquares.S_comm' depends on axioms: [propext, Classical.choice, Quot.sound]
'RigidRotorSquares.spin_three_halves_not_commute' depends on axioms: [propext, Classical.choice, Quot.sound]
'RigidRotorSquares.spin_three_halves_commute_iff' depends on axioms: [propext, Classical.choice, Quot.sound]
```

Q: What is left open?

A: The eigenvalues of the spin-3/2 Hamiltonian are not computed. The failure to commute has its own theorem only for the pair $S_x^2, S_z^2$. For $S_y^2, S_z^2$ it is the case $A = 0$, $B = 1$, $C = 0$ of `spin_three_halves_commute_iff`, and for $S_x^2, S_y^2$ no theorem states it. Nothing is stated for spins other than $1$ and $3/2$.
